# A Renormalised X2C Hamiltonian Has Exactly the Energies of the Four-Component Solutions That Define It

## One electron, two kinds of component

The Dirac equation for an electron in the field of fixed nuclei has a wavefunction with four components. Two are called large and two small, after their relative size in the bound electronic states of light atoms. In a finite basis the equation becomes a matrix eigenvalue problem whose solutions include both electronic and negative-energy states. Chemistry mostly needs the electronic ones, so a smaller matrix that acts on the large-component basis alone and keeps their energies is attractive.

The exact two-component method, X2C, builds such a matrix from a set of four-component solutions. The question is whether its eigenvalues are those energies, all of them and no others.

Let n label the large-component basis functions and m the small-component ones; the same letters denote their numbers. The Hamiltonian has the blocks A (n×n), B (n×m), Bᴴ and D (m×m), where ᴴ is the conjugate transpose. A and D hold the nuclear potential and the rest energy, and B holds the momentum term that couples the two kinds of component. The overlap matrices are S for the large and M for the small basis. Take n solutions, with large components in the columns of C_L, small components in the columns of C_S, and energies ε_i on the diagonal of E:

A C_L + B C_S = S C_L E  (1)

Bᴴ C_L + D C_S = M C_S E  (2)

## The two-component matrix and its spectrum

Suppose that C_L is invertible. Define

X = C_S C_L⁻¹

L = A + B X + Xᴴ Bᴴ + Xᴴ D X

S̃ = S + Xᴴ M X

The matrix X produces the small components from the large ones. L and S̃ are the Hamiltonian and overlap of four-component functions tied together in this way. A renormalisation matrix R returns the metric to the ordinary overlap, and the X2C Hamiltonian h is formed with it:

Rᴴ S̃ R = S,  h = Rᴴ L R

If S is nonsingular, the theorem `x2c_spectrum` gives four conclusions:

- The columns of U = R⁻¹ C_L satisfy h U = S U E.
- U is invertible, so these eigenvectors are linearly independent.
- For every complex z, det(zS − h) = det S · ∏ᵢ (z − ε_i).
- A nonzero v with h v = z S v exists exactly when z is one of the ε_i.

The third conclusion makes the multiplicities agree, so degenerate energies are included.

In Lean, `IsFourComponentSolution` is the pair (1), (2), with `diagonal ε` for E. The definitions `decoupling`, `nescHamiltonian`, `nescMetric` and `x2cHamiltonian` are X, L, S̃ and h. The prefix `nesc` stands for normalised elimination of the small component, a method that works with L and the metric S̃; the comments in the code call L unnormalised because R has not yet been applied. Invertibility is expressed by a nonzero determinant, as in `hCL` and `hS`, and the condition on R is `hR`. The two basis sizes are independent.

The spectral theorem needs neither Hermitian A and D nor positive definite metrics, and its energies are complex numbers. The physical case, with Hermitian blocks and positive definite S and M, is included. There S̃ is positive definite too, and R = S̃^(−1/2) S^(1/2) is one possible choice; the theorem takes R as given. Nor does it select the electronic solutions: any n solutions with invertible C_L will do, and the other m solutions of the full problem are left out.

For relativistic electronic structure this means that, in a finite basis and for the one-electron operator alone, the reduction to two components leaves the chosen energies unchanged. The electron–electron interaction is not part of the model.

## From the block equations to the secular determinant

Since X C_L = C_S, multiply (2) from the left by Xᴴ and add (1):

L C_L = (A C_L + B C_S) + Xᴴ (Bᴴ C_L + D C_S)

= S C_L E + Xᴴ M C_S E

= (S + Xᴴ M X) C_L E

= S̃ C_L E

Next, R is invertible. The determinant of Rᴴ S̃ R = S contains the factor det R, which would make det S vanish if it were zero. With U = R⁻¹ C_L, and so R U = C_L,

h U = Rᴴ L R U = Rᴴ L C_L = Rᴴ S̃ C_L E = (Rᴴ S̃ R) U E = S U E

Also det U = det C_L / det R ≠ 0. For any z,

(zS − h) U = zSU − SUE = S U (z1 − E)

Taking determinants and cancelling det U gives

det(zS − h) = det S · ∏ᵢ (z − ε_i)

A nonzero v with (zS − h)v = 0 exists exactly when this determinant vanishes. Because det S ≠ 0, that happens exactly when some factor z − ε_i is zero.

Two further properties follow from the same definitions. If A and D are Hermitian, taking the adjoint of L exchanges B X with Xᴴ Bᴴ and leaves the other two terms alone, so L and h are Hermitian. The overlaps obey

Uᴴ S U = Uᴴ Rᴴ S̃ R U = C_Lᴴ S̃ C_L = C_Lᴴ S C_L + C_Sᴴ M C_S

Four-component solutions that are orthonormal therefore give two-component vectors that are orthonormal in the metric S.

## Two orbitals with energies 25 and 50

The numbers in this example are chosen for simple arithmetic and do not describe a real atom. Take two large and two small basis functions, unit metrics, arbitrary energy units and diagonal blocks:

A = diag(7, −14),  B = diag(24, 48),  D = diag(−7, 14)

C_L = diag(4, 3),  C_S = diag(3, 4)

For the first solution, (1) and (2) read

7·4 + 24·3 = 100 = 25·4,  24·4 − 7·3 = 75 = 25·3

For the second they read

−14·3 + 48·4 = 150 = 50·3,  48·3 + 14·4 = 200 = 50·4

The energies are 25 and 50. The full problem also has the energies −25 and −50, which belong to the solutions left out. The two-component quantities are

X = diag(3/4, 4/3)

S̃ = diag(25/16, 25/9)

R = diag(4/5, 3/5)

L = diag(625/16, 1250/9)

h = Rᴴ L R = diag(25, 50)

Without renormalisation, L used with the metric S would give 625/16 ≈ 39.06 in place of 25.

The columns used here have norm 5. The normalised solutions have large and small coefficients (4/5, 3/5) and (3/5, 4/5), with large-component weights 0.64 and 0.36. The matrix U = R⁻¹ C_L is diag(5, 5), and it becomes the unit matrix after the same normalisation.

## An orbital with no large component

Invertibility of C_L matters already with one function of each kind. Let S = M = 1, A = 1, B = 0 and D = −2. The vector with C_L = 0 and C_S = 1 solves the four-component equations with energy −2, but no number X satisfies X·0 = 1.

Another choice of X does not help. For any complex X, renormalisation requires |R|² = 1/(1 + |X|²), and then

h = (1 − 2|X|²)/(1 + |X|²) = −2 + 3/(1 + |X|²) > −2

The energy −2 is never reached. A solution that lives entirely in the small components cannot be recovered from its large component.

## The complete Lean file

```lean
import Mathlib

open Matrix

namespace X2COneElectron

noncomputable section

variable {n m : Type*} [Fintype n] [DecidableEq n] [Fintype m]

/-- The four-component eigenvalue equations in block form: the columns of `CL` and `CS` are the
large and small components, and `ε` lists the energies. -/
def IsFourComponentSolution (A S : Matrix n n ℂ) (B : Matrix n m ℂ) (D M : Matrix m m ℂ)
    (CL : Matrix n n ℂ) (CS : Matrix m n ℂ) (ε : n → ℂ) : Prop :=
  A * CL + B * CS = S * CL * diagonal ε ∧ Bᴴ * CL + D * CS = M * CS * diagonal ε

/-- The decoupling matrix `X = CS CL⁻¹`, meant for invertible `CL`. -/
def decoupling (CL : Matrix n n ℂ) (CS : Matrix m n ℂ) : Matrix m n ℂ := CS * CL⁻¹

/-- The unnormalised two-component Hamiltonian `L = A + B X + Xᴴ Bᴴ + Xᴴ D X`. -/
def nescHamiltonian (A : Matrix n n ℂ) (B : Matrix n m ℂ) (D : Matrix m m ℂ)
    (X : Matrix m n ℂ) : Matrix n n ℂ := A + B * X + Xᴴ * Bᴴ + Xᴴ * D * X

/-- The metric `S + Xᴴ M X` that belongs to the unnormalised Hamiltonian. -/
def nescMetric (S : Matrix n n ℂ) (M : Matrix m m ℂ) (X : Matrix m n ℂ) : Matrix n n ℂ :=
  S + Xᴴ * M * X

/-- The X2C Hamiltonian `Rᴴ L R`, with renormalisation matrix `R`. -/
def x2cHamiltonian (A : Matrix n n ℂ) (B : Matrix n m ℂ) (D : Matrix m m ℂ)
    (X : Matrix m n ℂ) (R : Matrix n n ℂ) : Matrix n n ℂ :=
  Rᴴ * nescHamiltonian A B D X * R

/-- If `X` maps the large components to the small ones, the large components of four-component
solutions solve the unnormalised two-component equation with the same energies. -/
theorem nesc_equation {A S CL : Matrix n n ℂ} {B : Matrix n m ℂ} {D M : Matrix m m ℂ}
    {CS X : Matrix m n ℂ} {ε : n → ℂ} (h : IsFourComponentSolution A S B D M CL CS ε)
    (hX : X * CL = CS) :
    nescHamiltonian A B D X * CL = nescMetric S M X * CL * diagonal ε := by
  obtain ⟨h₁, h₂⟩ := h
  subst hX
  -- Group the terms into the upper equation plus `Xᴴ` times the lower one.
  calc nescHamiltonian A B D X * CL
      = (A * CL + B * (X * CL)) + Xᴴ * (Bᴴ * CL + D * (X * CL)) := by
        simp only [nescHamiltonian, Matrix.add_mul, Matrix.mul_add, Matrix.mul_assoc]
        abel
    _ = nescMetric S M X * CL * diagonal ε := by
        rw [h₁, h₂]
        simp only [nescMetric, Matrix.add_mul, Matrix.mul_assoc]

/-- If the invertible matrix `U` collects eigenvectors of the pencil `(h, S)` with eigenvalues
`ε`, the secular determinant factorises over `ε`. -/
theorem secular_determinant {h S U : Matrix n n ℂ} {ε : n → ℂ}
    (hU : h * U = S * U * diagonal ε) (hd : U.det ≠ 0) (z : ℂ) :
    (z • S - h).det = S.det * ∏ i, (z - ε i) := by
  have hz : diagonal (fun i => z - ε i) = z • (1 : Matrix n n ℂ) - diagonal ε := by
    ext i j
    by_cases hij : i = j
    · subst hij
      simp
    · simp [hij]
  have hm : (z • S - h) * U = S * U * diagonal (fun i => z - ε i) := by
    rw [hz, Matrix.sub_mul, hU, Matrix.mul_sub, Matrix.smul_mul, Matrix.mul_smul,
      Matrix.mul_one]
  have hdet := congrArg Matrix.det hm
  simp only [Matrix.det_mul, Matrix.det_diagonal] at hdet
  exact mul_right_cancel₀ hd (by linear_combination hdet)

/-- A renormalisation matrix that carries some metric `T` into a nonsingular overlap matrix `S`
is itself nonsingular. -/
theorem renormalisation_det_ne_zero {S T R : Matrix n n ℂ} (hS : S.det ≠ 0)
    (hR : Rᴴ * T * R = S) : R.det ≠ 0 := by
  intro h0
  apply hS
  rw [← hR, Matrix.det_mul, h0, mul_zero]

/-- Let `CL`, `CS` and `ε` solve the four-component equations, with `S` and `CL` nonsingular, and
let `R` restore the overlap `S`. Then the columns of `R⁻¹ CL` are linearly independent X2C
eigenvectors with energies `ε`. The secular determinant has exactly the roots `ε`, with
multiplicity, and these are all the eigenvalues. -/
theorem x2c_spectrum {A S CL R : Matrix n n ℂ} {B : Matrix n m ℂ} {D M : Matrix m m ℂ}
    {CS : Matrix m n ℂ} {ε : n → ℂ} (h : IsFourComponentSolution A S B D M CL CS ε)
    (hS : S.det ≠ 0) (hCL : CL.det ≠ 0)
    (hR : Rᴴ * nescMetric S M (decoupling CL CS) * R = S) :
    x2cHamiltonian A B D (decoupling CL CS) R * (R⁻¹ * CL) = S * (R⁻¹ * CL) * diagonal ε ∧
    (R⁻¹ * CL).det ≠ 0 ∧
    (∀ z : ℂ, (z • S - x2cHamiltonian A B D (decoupling CL CS) R).det
      = S.det * ∏ i, (z - ε i)) ∧
    ∀ z : ℂ, (∃ v : n → ℂ, v ≠ 0 ∧
      x2cHamiltonian A B D (decoupling CL CS) R *ᵥ v = z • (S *ᵥ v)) ↔ ∃ i, ε i = z := by
  have hX : decoupling CL CS * CL = CS := by
    rw [decoupling, Matrix.mul_assoc, Matrix.nonsing_inv_mul CL (isUnit_iff_ne_zero.mpr hCL),
      Matrix.mul_one]
  have hL := nesc_equation h hX
  generalize decoupling CL CS = X at *
  have hRu : IsUnit R.det := isUnit_iff_ne_zero.mpr (renormalisation_det_ne_zero hS hR)
  have hRR : R * R⁻¹ = 1 := Matrix.mul_nonsing_inv R hRu
  -- Insert `R R⁻¹ = 1` on both sides of the unnormalised equation.
  have hU : x2cHamiltonian A B D X R * (R⁻¹ * CL) = S * (R⁻¹ * CL) * diagonal ε := by
    calc x2cHamiltonian A B D X R * (R⁻¹ * CL)
        = Rᴴ * nescHamiltonian A B D X * (R * R⁻¹) * CL := by
          simp only [x2cHamiltonian, Matrix.mul_assoc]
      _ = Rᴴ * (nescMetric S M X * CL * diagonal ε) := by
          rw [hRR, Matrix.mul_one, Matrix.mul_assoc, hL]
      _ = Rᴴ * nescMetric S M X * (R * R⁻¹) * CL * diagonal ε := by
          rw [hRR, Matrix.mul_one]
          simp only [Matrix.mul_assoc]
      _ = (Rᴴ * nescMetric S M X * R) * (R⁻¹ * CL) * diagonal ε := by
          simp only [Matrix.mul_assoc]
      _ = S * (R⁻¹ * CL) * diagonal ε := by rw [hR]
  have hd : (R⁻¹ * CL).det ≠ 0 := by
    have h1 : R⁻¹.det * R.det = 1 := by
      rw [← Matrix.det_mul, Matrix.nonsing_inv_mul R hRu, Matrix.det_one]
    rw [Matrix.det_mul]
    exact mul_ne_zero (left_ne_zero_of_mul_eq_one h1) hCL
  refine ⟨hU, hd, secular_determinant hU hd, fun z => ?_⟩
  -- Eigenvalues are the zeros of the secular determinant.
  have e : ∀ v : n → ℂ, x2cHamiltonian A B D X R *ᵥ v = z • (S *ᵥ v) ↔
      (z • S - x2cHamiltonian A B D X R) *ᵥ v = 0 := by
    intro v
    rw [Matrix.sub_mulVec, Matrix.smul_mulVec, sub_eq_zero, eq_comm]
  simp only [e]
  rw [Matrix.exists_mulVec_eq_zero_iff, secular_determinant hU hd, mul_eq_zero,
    or_iff_right hS, Finset.prod_eq_zero_iff]
  constructor
  · rintro ⟨i, _, hi⟩
    exact ⟨i, (sub_eq_zero.mp hi).symm⟩
  · rintro ⟨i, rfl⟩
    exact ⟨i, Finset.mem_univ i, sub_self _⟩

omit [DecidableEq n] in
/-- The X2C Hamiltonian is Hermitian when the diagonal blocks `A` and `D` are. -/
theorem x2c_isHermitian {A : Matrix n n ℂ} {D : Matrix m m ℂ} (hA : A.IsHermitian)
    (hD : D.IsHermitian) (B : Matrix n m ℂ) (X : Matrix m n ℂ) (R : Matrix n n ℂ) :
    (x2cHamiltonian A B D X R).IsHermitian := by
  have hL : (nescHamiltonian A B D X)ᴴ = nescHamiltonian A B D X := by
    simp only [nescHamiltonian, conjTranspose_add, conjTranspose_mul,
      conjTranspose_conjTranspose, hA.eq, hD.eq, Matrix.mul_assoc]
    abel
  unfold Matrix.IsHermitian
  simp only [x2cHamiltonian, conjTranspose_mul, conjTranspose_conjTranspose, hL,
    Matrix.mul_assoc]


omit [DecidableEq n] in
/-- If `X CL = CS`, `R U = CL` and `R` restores the overlap `S`, the two-component vectors `U`
have the same mutual overlaps as the four-component vectors. -/
theorem overlap_preserved {S CL R U : Matrix n n ℂ} {M : Matrix m m ℂ} {CS X : Matrix m n ℂ}
    (hX : X * CL = CS) (hU : R * U = CL) (hR : Rᴴ * nescMetric S M X * R = S) :
    Uᴴ * S * U = CLᴴ * S * CL + CSᴴ * M * CS := by
  calc Uᴴ * S * U = Uᴴ * (Rᴴ * nescMetric S M X * R) * U := by rw [hR]
    _ = (R * U)ᴴ * nescMetric S M X * (R * U) := by
        simp only [conjTranspose_mul, Matrix.mul_assoc]
    _ = CLᴴ * S * CL + CSᴴ * M * CS := by
        rw [hU, ← hX]
        simp only [nescMetric, conjTranspose_mul, Matrix.mul_add, Matrix.add_mul,
          Matrix.mul_assoc]

/-- A model with two large and two small basis functions, unit metrics and energies 25 and 50
satisfies the four-component equations, with invertible `CL` and an explicit `R`. -/
theorem x2c_spectrum_witness :
    IsFourComponentSolution !![7, 0; 0, -14] 1 !![24, 0; 0, 48] !![-7, 0; 0, 14] 1
      !![4, 0; 0, 3] !![3, 0; 0, 4] ![25, 50] ∧
    (!![4, 0; 0, 3] : Matrix (Fin 2) (Fin 2) ℂ).det ≠ 0 ∧
    (!![4 / 5, 0; 0, 3 / 5] : Matrix (Fin 2) (Fin 2) ℂ)ᴴ *
      nescMetric 1 1 (decoupling !![4, 0; 0, 3] !![3, 0; 0, 4]) *
      !![4 / 5, 0; 0, 3 / 5] = 1 := by
  have hinv : (!![4, 0; 0, 3] : Matrix (Fin 2) (Fin 2) ℂ)⁻¹ = !![1 / 4, 0; 0, 1 / 3] := by
    apply Matrix.inv_eq_right_inv
    ext i j
    fin_cases i <;> fin_cases j <;> simp [Matrix.mul_apply, Fin.sum_univ_succ]
  have hX : decoupling (!![4, 0; 0, 3] : Matrix (Fin 2) (Fin 2) ℂ) !![3, 0; 0, 4]
      = !![3 / 4, 0; 0, 4 / 3] := by
    rw [decoupling, hinv]
    ext i j
    fin_cases i <;> fin_cases j <;>
      norm_num [Matrix.mul_apply, Fin.sum_univ_succ]
  -- The real entries are unchanged by complex conjugation.
  have c3 : (starRingEnd ℂ) 3 = 3 := map_ofNat _ 3
  have c4 : (starRingEnd ℂ) 4 = 4 := map_ofNat _ 4
  have c5 : (starRingEnd ℂ) 5 = 5 := map_ofNat _ 5
  have c24 : (starRingEnd ℂ) 24 = 24 := map_ofNat _ 24
  have c48 : (starRingEnd ℂ) 48 = 48 := map_ofNat _ 48
  refine ⟨⟨?_, ?_⟩, ?_, ?_⟩
  · ext i j
    fin_cases i <;> fin_cases j <;>
      norm_num [Matrix.mul_apply, Fin.sum_univ_succ, Matrix.diagonal_apply]
  · ext i j
    fin_cases i <;> fin_cases j <;>
      norm_num [Matrix.mul_apply, Fin.sum_univ_succ, Matrix.diagonal_apply, c24, c48]
  · norm_num [Matrix.det_fin_two]
  · rw [hX]
    ext i j
    fin_cases i <;> fin_cases j <;>
      norm_num [nescMetric, Matrix.mul_apply, Fin.sum_univ_succ, Matrix.one_apply, c3, c4, c5]

end

end X2COneElectron
```

```lean
#print axioms X2COneElectron.x2c_spectrum
-- 'X2COneElectron.x2c_spectrum' depends on axioms: [propext, Classical.choice, Quot.sound]
#print axioms X2COneElectron.x2c_isHermitian
-- 'X2COneElectron.x2c_isHermitian' depends on axioms: [propext, Classical.choice, Quot.sound]
#print axioms X2COneElectron.overlap_preserved
-- 'X2COneElectron.overlap_preserved' depends on axioms: [propext, Classical.choice, Quot.sound]
```

## Regrouping, cancelling and inserting R R⁻¹

`nesc_equation` carries out the first step of the derivation. Besides (1) and (2) it assumes only X C_L = C_S, so it does not need an invertible C_L. After `subst` has replaced C_S by X C_L, the first line of the `calc` block groups L C_L into the left side of (1) plus Xᴴ times the left side of (2). Distributivity and `abel` justify the grouping, and `rw [h₁, h₂]` then inserts the two right sides.

`secular_determinant` is a statement about any pencil (h, S) with an invertible matrix of eigenvectors. Its auxiliary equation `hm` is (zS − h)U = SU(z1 − E). Taking determinants turns this into an equation between numbers, from which `mul_right_cancel₀` removes det U.

`renormalisation_det_ne_zero` is the determinant argument for R, by contradiction.

`x2c_spectrum` combines these results. It first derives X C_L = C_S from the invertibility of C_L, and `nesc_equation` turns this into L C_L = S̃ C_L E. The `generalize` step then forgets how X was constructed, because the rest of the proof uses only that equation and the condition on R. The `calc` block for `hU` inserts R R⁻¹ = 1 on each side of L C_L = S̃ C_L E, and `hR` replaces Rᴴ S̃ R by S. For the last conclusion, `e` rewrites the eigenvalue equation as (zS − h)v = 0, and `Matrix.exists_mulVec_eq_zero_iff` exchanges the existence of a nonzero v for a vanishing determinant. The product formula turns that into z = ε_i for some i.

`x2c_isHermitian` takes the adjoint of L term by term and uses `abel` to restore the order of the sum. It holds for any B, X and R. `overlap_preserved` is the chain of overlap equations above, with R U = C_L as a hypothesis in place of an inverse.

`x2c_spectrum_witness` checks the two-orbital model: the block equations, the invertibility of C_L and the condition on R. It finds C_L⁻¹ and X explicitly, then compares matrices entry by entry with `fin_cases` and `norm_num`. As S is the unit matrix, `x2c_spectrum` applies to the model and yields the energies 25 and 50.
